# The second-order coefficient in the short-time expansion of the matrix propagator exp(tA) is A²/2

For any finite square complex matrix `A`, the theorem `tendsto_quadRem` states that (exp(tA) − 1 − tA)/t² tends to A²/2 as the real number t tends to 0 through nonzero values. In physics, exp(tA) is the propagator over time t of a linear evolution with constant generator A, for instance A = −iH with ħ = 1. A need not be anti-Hermitian, so the evolution need not conserve the norm, and no state vector or normalisation enters. The attempt takes the power series of the exponential, bounds the distance from the quotient to A²/2 by a constant times |t|, and lets that bound go to zero.

Lean 4 with Mathlib refuses this proof:

```lean
import Mathlib

open Filter Topology Complex
open scoped Matrix.Norms.Operator

namespace AbsorbingPotentialMask

noncomputable section

variable {n : Type*} [Fintype n] [DecidableEq n]

/-- The part of `exp(tA)` beyond first order in `t`, divided by `t²`. -/
def quadRem (A : Matrix n n ℂ) (t : ℝ) : Matrix n n ℂ :=
  ((t : ℂ) ^ 2)⁻¹ • (NormedSpace.exp ((t : ℂ) • A) - 1 - (t : ℂ) • A)

lemma tendsto_time : Tendsto (fun t : ℝ => (t : ℂ)) (𝓝[≠] 0) (𝓝 0) := by
  have h := Complex.continuous_ofReal.tendsto 0
  rw [Complex.ofReal_zero] at h
  exact h.mono_left nhdsWithin_le_nhds

/-- If the power series of `f` begins with `1 + y + y²/2`, then the part of `f(tA)` beyond
first order in `t`, divided by `t²`, tends to `A²/2`. -/
lemma taylor_quotient {E : Type*} [NormedRing E] [NormedAlgebra ℂ E] {f : E → E}
    {p : FormalMultilinearSeries ℂ E E} (hs : HasFPowerSeriesAt f p 0)
    (hp : ∀ y : E, p.partialSum 3 y = 1 + y + (1 / 2 : ℂ) • y ^ 2) (A : E) :
    Tendsto (fun t : ℝ => ((t : ℂ) ^ 2)⁻¹ • (f ((t : ℂ) • A) - 1 - (t : ℂ) • A))
      (𝓝[≠] 0) (𝓝 ((1 / 2 : ℂ) • A ^ 2)) := by
  have h0 : Tendsto (fun t : ℝ => (t : ℂ) • A) (𝓝[≠] 0) (𝓝 0) := by
    have h := (tendsto_time).smul_const A
    rwa [zero_smul] at h
  -- Taylor's remainder is of third order in the step
  obtain ⟨C, hC⟩ := (hs.isBigO_sub_partialSum_pow 3).bound
  have hb := h0.eventually hC
  have hlin : Tendsto (fun t : ℝ => C * ‖A‖ ^ 3 * |t|) (𝓝[≠] 0) (𝓝 0) := by
    have hc : Continuous (fun t : ℝ => C * ‖A‖ ^ 3 * |t|) := continuous_const.mul continuous_abs
    have h := hc.tendsto 0
    rw [abs_zero, mul_zero] at h
    exact h.mono_left nhdsWithin_le_nhds
  rw [tendsto_iff_norm_sub_tendsto_zero]
  refine squeeze_zero' (Eventually.of_forall fun _ => norm_nonneg _) ?_ hlin
  filter_upwards [hb, self_mem_nhdsWithin] with t ht hne
  have hne' : t ≠ 0 := hne
  have hc : (t : ℂ) ≠ 0 := by exact_mod_cast hne'
  rw [zero_add, hp] at ht
  have e : ((t : ℂ) ^ 2)⁻¹ • (f ((t : ℂ) • A) - 1 - (t : ℂ) • A) - (1 / 2 : ℂ) • A ^ 2
      = ((t : ℂ) ^ 2)⁻¹ • (f ((t : ℂ) • A)
        - (1 + (t : ℂ) • A + (1 / 2 : ℂ) • ((t : ℂ) • A) ^ 2)) := by
    have h2 : (1 / 2 : ℂ) • ((t : ℂ) • A) ^ 2 = (t : ℂ) ^ 2 • ((1 / 2 : ℂ) • A ^ 2) := by
      rw [smul_pow, smul_comm]
    rw [h2, ← sub_sub, ← sub_sub, smul_sub _ _ ((t : ℂ) ^ 2 • _),
      inv_smul_smul₀ (pow_ne_zero 2 hc)]
  have hn : ‖‖(t : ℂ) • A‖ ^ 3‖ = |t| ^ 3 * ‖A‖ ^ 3 := by
    rw [Real.norm_of_nonneg (by positivity), norm_smul, Complex.norm_real,
      Real.norm_eq_abs, mul_pow]
  rw [hn] at ht
  change ‖((t : ℂ) ^ 2)⁻¹ • (f ((t : ℂ) • A) - 1 - (t : ℂ) • A) - (1 / 2 : ℂ) • A ^ 2‖
    ≤ C * ‖A‖ ^ 3 * |t|
  rw [e, norm_smul, norm_inv, norm_pow, Complex.norm_real, Real.norm_eq_abs]
  refine (mul_le_mul_of_nonneg_left ht (by positivity)).trans (le_of_eq ?_)
  have ha : |t| ≠ 0 := abs_ne_zero.mpr hne'
  field_simp

/-- The second-order coefficient of the short-time expansion of `exp(tA)` is `A²/2`. -/
theorem tendsto_quadRem (A : Matrix n n ℂ) :
    Tendsto (quadRem A) (𝓝[≠] 0) (𝓝 ((1 / 2 : ℂ) • A ^ 2)) := by
  have hs : HasFPowerSeriesAt (NormedSpace.exp : Matrix n n ℂ → Matrix n n ℂ)
      (NormedSpace.expSeries ℂ (Matrix n n ℂ)) 0 := NormedSpace.exp_hasFPowerSeriesAt_zero
  have hp : ∀ y : Matrix n n ℂ, (NormedSpace.expSeries ℂ (Matrix n n ℂ)).partialSum 3 y
      = 1 + y + (1 / 2 : ℂ) • y ^ 2 := by
    intro y
    simp only [FormalMultilinearSeries.partialSum, Finset.sum_range_succ,
      Finset.sum_range_zero, NormedSpace.expSeries_apply_eq]
    norm_num [Nat.factorial]
  have h0 : Tendsto (fun t : ℝ => (t : ℂ) • A) (𝓝[≠] 0) (𝓝 0) := by
    have h := (tendsto_time).smul_const A
    rwa [zero_smul] at h
  -- Taylor's remainder is of third order in the step
  obtain ⟨C, hC⟩ := (hs.isBigO_sub_partialSum_pow 3).bound
  have hb := h0.eventually hC
  have hlin : Tendsto (fun t : ℝ => C * ‖A‖ ^ 3 * |t|) (𝓝[≠] 0) (𝓝 0) := by
    have hc : Continuous (fun t : ℝ => C * ‖A‖ ^ 3 * |t|) := continuous_const.mul continuous_abs
    have h := hc.tendsto 0
    rw [abs_zero, mul_zero] at h
    exact h.mono_left nhdsWithin_le_nhds
  rw [tendsto_iff_norm_sub_tendsto_zero]
  refine squeeze_zero' (Eventually.of_forall fun _ => norm_nonneg _) ?_ hlin
  filter_upwards [hb, self_mem_nhdsWithin] with t ht hne
  have hne' : t ≠ 0 := hne
  have hc : (t : ℂ) ≠ 0 := by exact_mod_cast hne'
  rw [zero_add, hp] at ht
  have e : quadRem A t - (1 / 2 : ℂ) • A ^ 2 = ((t : ℂ) ^ 2)⁻¹ •
      (NormedSpace.exp ((t : ℂ) • A)
        - (1 + (t : ℂ) • A + (1 / 2 : ℂ) • ((t : ℂ) • A) ^ 2)) := by
    have h2 : (1 / 2 : ℂ) • ((t : ℂ) • A) ^ 2 = (t : ℂ) ^ 2 • ((1 / 2 : ℂ) • A ^ 2) := by
      rw [smul_pow, smul_comm]
    rw [h2, quadRem, ← sub_sub, ← sub_sub, smul_sub _ _ ((t : ℂ) ^ 2 • _),
      inv_smul_smul₀ (pow_ne_zero 2 hc)]
  have hn : ‖‖(t : ℂ) • A‖ ^ 3‖ = |t| ^ 3 * ‖A‖ ^ 3 := by
    rw [Real.norm_of_nonneg (by positivity), norm_smul, Complex.norm_real,
      Real.norm_eq_abs, mul_pow]
  rw [hn] at ht
  rw [e, norm_smul, norm_inv, norm_pow, Complex.norm_real, Real.norm_eq_abs]
  refine (mul_le_mul_of_nonneg_left ht (by positivity)).trans (le_of_eq ?_)
  have ha : |t| ≠ 0 := abs_ne_zero.mpr hne'
  field_simp

end

end AbsorbingPotentialMask
```

Messages:

```
Main.lean:85:6: error: Tactic `rewrite` failed: Did not find an occurrence of the pattern
  @Tendsto ?m.384 ?m.385 ?m.387 ?m.388 (𝓝 ?m.389)
in the target expression
  @Tendsto ℝ (Matrix n n ℂ) (quadRem A) (𝓝[≠] 0) (𝓝 ((1 / 2) • A ^ 2))

n : Type u_1
inst✝¹ : Fintype n
inst✝ : DecidableEq n
A : Matrix n n ℂ
hs : HasFPowerSeriesAt NormedSpace.exp (NormedSpace.expSeries ℂ (Matrix n n ℂ)) 0
hp : ∀ (y : Matrix n n ℂ), (NormedSpace.expSeries ℂ (Matrix n n ℂ)).partialSum 3 y = 1 + y + (1 / 2) • y ^ 2
h0 : Tendsto (fun t => ↑t • A) (𝓝[≠] 0) (𝓝 0)
C : ℝ
hC :
  ∀ᶠ (x : Matrix n n ℂ) in 𝓝 0,
    ‖NormedSpace.exp (0 + x) - (NormedSpace.expSeries ℂ (Matrix n n ℂ)).partialSum 3 x‖ ≤ C * ‖‖x‖ ^ 3‖
hb :
  ∀ᶠ (x : ℝ) in 𝓝[≠] 0,
    ‖NormedSpace.exp (0 + ↑x • A) - (NormedSpace.expSeries ℂ (Matrix n n ℂ)).partialSum 3 (↑x • A)‖ ≤ C * ‖‖↑x • A‖ ^ 3‖
hlin : Tendsto (fun t => C * ‖A‖ ^ 3 * |t|) (𝓝[≠] 0) (𝓝 0)
⊢ Tendsto (quadRem A) (𝓝[≠] 0) (𝓝 ((1 / 2) • A ^ 2))
```

The mended proof, as a diff:

```diff
@@ -72,36 +72,6 @@
       Finset.sum_range_zero, NormedSpace.expSeries_apply_eq]
     norm_num [Nat.factorial]
-  have h0 : Tendsto (fun t : ℝ => (t : ℂ) • A) (𝓝[≠] 0) (𝓝 0) := by
-    have h := (tendsto_time).smul_const A
-    rwa [zero_smul] at h
-  -- Taylor's remainder is of third order in the step
-  obtain ⟨C, hC⟩ := (hs.isBigO_sub_partialSum_pow 3).bound
-  have hb := h0.eventually hC
-  have hlin : Tendsto (fun t : ℝ => C * ‖A‖ ^ 3 * |t|) (𝓝[≠] 0) (𝓝 0) := by
-    have hc : Continuous (fun t : ℝ => C * ‖A‖ ^ 3 * |t|) := continuous_const.mul continuous_abs
-    have h := hc.tendsto 0
-    rw [abs_zero, mul_zero] at h
-    exact h.mono_left nhdsWithin_le_nhds
-  rw [tendsto_iff_norm_sub_tendsto_zero]
-  refine squeeze_zero' (Eventually.of_forall fun _ => norm_nonneg _) ?_ hlin
-  filter_upwards [hb, self_mem_nhdsWithin] with t ht hne
-  have hne' : t ≠ 0 := hne
-  have hc : (t : ℂ) ≠ 0 := by exact_mod_cast hne'
-  rw [zero_add, hp] at ht
-  have e : quadRem A t - (1 / 2 : ℂ) • A ^ 2 = ((t : ℂ) ^ 2)⁻¹ •
-      (NormedSpace.exp ((t : ℂ) • A)
-        - (1 + (t : ℂ) • A + (1 / 2 : ℂ) • ((t : ℂ) • A) ^ 2)) := by
-    have h2 : (1 / 2 : ℂ) • ((t : ℂ) • A) ^ 2 = (t : ℂ) ^ 2 • ((1 / 2 : ℂ) • A ^ 2) := by
-      rw [smul_pow, smul_comm]
-    rw [h2, quadRem, ← sub_sub, ← sub_sub, smul_sub _ _ ((t : ℂ) ^ 2 • _),
-      inv_smul_smul₀ (pow_ne_zero 2 hc)]
-  have hn : ‖‖(t : ℂ) • A‖ ^ 3‖ = |t| ^ 3 * ‖A‖ ^ 3 := by
-    rw [Real.norm_of_nonneg (by positivity), norm_smul, Complex.norm_real,
-      Real.norm_eq_abs, mul_pow]
-  rw [hn] at ht
-  rw [e, norm_smul, norm_inv, norm_pow, Complex.norm_real, Real.norm_eq_abs]
-  refine (mul_le_mul_of_nonneg_left ht (by positivity)).trans (le_of_eq ?_)
-  have ha : |t| ≠ 0 := abs_ne_zero.mpr hne'
-  field_simp
+  have h := taylor_quotient (E := Matrix n n ℂ) hs hp A
+  exact h
 
 end
```

Diagnosis. The message says that `rw [tendsto_iff_norm_sub_tendsto_zero]` found no limit of the form it needs, though the goal looks like one. Every printed part fits, so the mismatch lies in an argument that isn't printed: the topology behind `𝓝`. The lemma wants the topology that comes from a norm, while the goal carries the entrywise topology that Mathlib gives matrices. With the operator norm opened here the two agree by definition, but seeing this takes more unfolding than `rw` does when it looks for its pattern.

The repair uses `taylor_quotient`, already in the file, which makes the same argument in a general normed algebra `E`. There the topology comes from the norm to begin with, and the same `rw` works. Applied to matrices with `hs` and `hp`, it gives the limit as `h`. `exact h` then only has to check that `h` and the goal agree by definition, and for this Lean may unfold both `quadRem` and the topologies. The deleted lines repeated the general proof and are no longer needed.
